# For $a\cdot a\neq 0$, $-\not a\,\not b\,\not a^{-1}$ is the slash of the reflected vector

What should $\not a^{-1}$ mean if the gamma matrices are only elements $\gamma_i$ of some real algebra, with no matrix size or representation fixed? I know the claim that, for $a\cdot a\neq0$, the product $-\not a\,\not b\,\not a^{-1}$ is the slash of $b-2\frac{a\cdot b}{a\cdot a}\,a$. It should need only $\gamma_i\gamma_j+\gamma_j\gamma_i=2g_{ij}$, whatever the signature of $g$. Can this be made rigorous and checked in Lean?

## The inverse is $\not a/(a\cdot a)$

Yes. The inverse can be written down explicitly, so no representation is needed. Let $a_i$ be the real components multiplying $\gamma_i$ (the contravariant ones, in the usual index convention), and set
$$\not a=\sum_i a_i\gamma_i,\qquad a\cdot b=\sum_{i,j}a_i b_j g_{ij}.$$

Contracting the Clifford relation with $a_i b_j$ gives
$$\not a\not b+\not b\not a=2\,a\cdot b,\qquad\text{and for } b=a:\quad \not a^2=a\cdot a.$$
So if $a\cdot a\ne0$, then $\not a^{-1}=\not a/(a\cdot a)$. Moving $\not a$ past $\not b$ gives
$$\not a\not b\not a=(2\,a\cdot b-\not b\not a)\not a=2(a\cdot b)\not a-(a\cdot a)\not b.$$
Dividing by $-(a\cdot a)$,
$$-\not a\not b\not a^{-1}=\not b-\frac{2\,a\cdot b}{a\cdot a}\not a,$$
which is the slash of $R_a b=b-\frac{2\,a\cdot b}{a\cdot a}a$, because the slash is linear.

Conversely, if $a\cdot a=0$ then $\not a^2=0$. An invertible $\not a$ would have an invertible square, which is impossible in an algebra with $1\neq0$.

## $R_a$ is a reflection, and two of them compose

Directly, $R_a a=a-2a=-a$, and the formula gives $R_ab=b$ whenever $a\cdot b=0$ (not stated separately in Lean). With $k=2\,a\cdot b/a\cdot a$, $l=2\,a\cdot c/a\cdot a$ and $g$ symmetric,
$$R_ab\cdot R_ac=b\cdot c-l\,a\cdot b-k\,a\cdot c+kl\,a\cdot a.$$
The last term is $2k\,a\cdot c$, and $l\,a\cdot b=k\,a\cdot c$, so only $b\cdot c$ remains.

If $b\cdot b\neq0$ as well, then
$$\not a\not b\,\not c\,(\not a\not b)^{-1}=\not a(\not b\not c\not b^{-1})\not a^{-1}=-\not a\,(\text{slash of }R_bc)\,\not a^{-1},$$
which is the slash of $R_aR_bc$, with no sign left.

In relativistic quantum mechanics, conjugation by products of invertible slashed vectors implements Lorentz transformations of vectors, here for constant real vectors and without spinor fields or dynamics.

## What the Lean statement says

`A` is any real algebra and `ι` a finite index set. Complex Dirac matrices qualify, since the complex square matrices of a given size form a real algebra, but complex vector components are not covered. `IsClifford g γ` is the Clifford relation; `dot`, `slash` and `reflect` are $a\cdot b$, $\not a$ and $R_ab$. The metric may be degenerate. Its symmetry is assumed only in `reflect_isometry`, which doesn't mention the generators.

`slashUnit h a ha` is $\not a$ packaged with its two-sided inverse, where `ha` says $a\cdot a\neq0$. The main theorem, `neg_slash_conj_eq_slash_reflect`, is an equation in `A`. For a degenerate metric, different vectors may have the same slash.

```lean
import Mathlib

open Finset

namespace SlashReflection

noncomputable section

variable {ι A : Type*} [Fintype ι] [Ring A] [Algebra ℝ A]

/-- The Clifford relation `γ_i γ_j + γ_j γ_i = 2 g_ij` for generators `γ` and metric `g`. -/
def IsClifford (g : Matrix ι ι ℝ) (γ : ι → A) : Prop :=
  ∀ i j, γ i * γ j + γ j * γ i = (2 * g i j) • (1 : A)

/-- The scalar product `a·b` of two vectors in the metric `g`. -/
def dot (g : Matrix ι ι ℝ) (a b : ι → ℝ) : ℝ := ∑ i, ∑ j, a i * b j * g i j

/-- The Feynman slash: the contraction of a vector with the generators. -/
def slash (γ : ι → A) (a : ι → ℝ) : A := ∑ i, a i • γ i

/-- The reflected vector `b - 2 (a·b)/(a·a) a`. -/
def reflect (g : Matrix ι ι ℝ) (a b : ι → ℝ) : ι → ℝ :=
  b - (2 * dot g a b / dot g a a) • a

variable {g : Matrix ι ι ℝ} {γ : ι → A}

/-- Two slashed vectors anticommute up to twice their scalar product. -/
theorem slash_anticomm (h : IsClifford g γ) (a b : ι → ℝ) :
    slash γ a * slash γ b + slash γ b * slash γ a = (2 * dot g a b) • (1 : A) := by
  have h' : ∀ i j, γ i * γ j + γ j * γ i = (2 * g i j) • (1 : A) := h
  have h1 : slash γ a * slash γ b = ∑ i, ∑ j, (a i * b j) • (γ i * γ j) := by
    simp only [slash, Finset.sum_mul_sum, smul_mul_smul_comm]
  -- the same double sum with the generators in the opposite order
  have h2 : slash γ b * slash γ a = ∑ i, ∑ j, (a i * b j) • (γ j * γ i) := by
    simp only [slash, Finset.sum_mul_sum, smul_mul_smul_comm]
    rw [Finset.sum_comm]
    refine Finset.sum_congr rfl fun i _ => Finset.sum_congr rfl fun j _ => ?_
    rw [mul_comm (b j) (a i)]
  rw [h1, h2]
  simp only [← Finset.sum_add_distrib, ← smul_add, h', smul_smul, dot,
    Finset.mul_sum, Finset.sum_smul]
  refine Finset.sum_congr rfl fun i _ => Finset.sum_congr rfl fun j _ => ?_
  congr 1
  ring

/-- The square of a slashed vector is its scalar square. -/
theorem slash_sq (h : IsClifford g γ) (a : ι → ℝ) :
    slash γ a * slash γ a = dot g a a • (1 : A) := by
  have h2 := slash_anticomm h a a
  linear_combination (norm := module) (1 / 2 : ℝ) • h2

/-- The sandwich identity: `aslash bslash aslash = 2 (a·b) aslash - (a·a) bslash`. -/
theorem slash_sandwich (h : IsClifford g γ) (a b : ι → ℝ) :
    slash γ a * slash γ b * slash γ a
      = (2 * dot g a b) • slash γ a - dot g a a • slash γ b := by
  have h1 : slash γ a * slash γ b = (2 * dot g a b) • (1 : A) - slash γ b * slash γ a :=
    eq_sub_of_add_eq (slash_anticomm h a b)
  rw [h1, sub_mul, mul_assoc, slash_sq h, smul_mul_assoc, one_mul, mul_smul_comm, mul_one]

/-- For `a·a ≠ 0`, the slashed vector as an invertible element, with inverse
`aslash / (a·a)`. -/
def slashUnit (h : IsClifford g γ) (a : ι → ℝ) (ha : dot g a a ≠ 0) : Aˣ where
  val := slash γ a
  inv := (dot g a a)⁻¹ • slash γ a
  val_inv := by
    rw [mul_smul_comm, slash_sq h, smul_smul, inv_mul_cancel₀ ha, one_smul]
  inv_val := by
    rw [smul_mul_assoc, slash_sq h, smul_smul, inv_mul_cancel₀ ha, one_smul]

/-- In a nontrivial algebra a slashed vector is invertible exactly when `a·a ≠ 0`. -/
theorem isUnit_slash_iff [Nontrivial A] (h : IsClifford g γ) (a : ι → ℝ) :
    IsUnit (slash γ a) ↔ dot g a a ≠ 0 := by
  constructor
  · intro hu h0
    -- a null vector has a slash that squares to zero
    have hs := slash_sq h a
    rw [h0, zero_smul] at hs
    exact (hu.mul hu).ne_zero hs
  · intro ha
    exact ⟨slashUnit h a ha, rfl⟩

/-- For `a·a ≠ 0`, `-aslash bslash aslash⁻¹` is the slash of the reflected vector
`b - 2 (a·b)/(a·a) a`. -/
theorem neg_slash_conj_eq_slash_reflect (h : IsClifford g γ) (a : ι → ℝ)
    (ha : dot g a a ≠ 0) (b : ι → ℝ) :
    -(slash γ a * slash γ b * ((slashUnit h a ha)⁻¹ : Aˣ)) = slash γ (reflect g a b) := by
  -- the slash is linear in the vector
  have hlin : slash γ (reflect g a b)
      = slash γ b - (2 * dot g a b / dot g a a) • slash γ a := by
    simp only [slash, reflect, Pi.sub_apply, Pi.smul_apply, smul_eq_mul, sub_smul,
      Finset.sum_sub_distrib, Finset.smul_sum, smul_smul]
  change -(slash γ a * slash γ b * ((dot g a a)⁻¹ • slash γ a)) = _
  rw [hlin, mul_smul_comm, slash_sandwich h, smul_sub, smul_smul, smul_smul,
    inv_mul_cancel₀ ha, one_smul, neg_sub, div_eq_inv_mul]

/-- For a symmetric metric and `a·a ≠ 0`, the reflection reverses `a` and preserves
all scalar products. -/
theorem reflect_isometry (hg : g.IsSymm) (a : ι → ℝ) (ha : dot g a a ≠ 0) :
    reflect g a a = -a ∧
      ∀ b c, dot g (reflect g a b) (reflect g a c) = dot g b c := by
  constructor
  · unfold reflect
    rw [mul_div_assoc, div_self ha]
    module
  · intro b c
    have hsymm : dot g b a = dot g a b := by
      unfold dot
      rw [Finset.sum_comm]
      refine Finset.sum_congr rfl fun i _ => Finset.sum_congr rfl fun j _ => ?_
      rw [hg.apply i j]
      ring
    -- expand the scalar product bilinearly
    have hexp : ∀ k l : ℝ, dot g (b - k • a) (c - l • a)
        = dot g b c - l * dot g b a - k * dot g a c + k * l * dot g a a := by
      intro k l
      simp only [dot, Finset.mul_sum, ← Finset.sum_sub_distrib, ← Finset.sum_add_distrib]
      refine Finset.sum_congr rfl fun i _ => Finset.sum_congr rfl fun j _ => ?_
      simp only [Pi.sub_apply, Pi.smul_apply, smul_eq_mul]
      ring
    have hc : 2 * dot g a c / dot g a a * dot g a a = 2 * dot g a c :=
      div_mul_cancel₀ _ ha
    unfold reflect
    rw [hexp, hsymm]
    linear_combination (2 * dot g a b / dot g a a) * hc

/-- Conjugation by the product `aslash bslash` reflects a vector first along `b` and
then along `a`. -/
theorem slash_mul_conj (h : IsClifford g γ) (a b : ι → ℝ)
    (ha : dot g a a ≠ 0) (hb : dot g b b ≠ 0) (c : ι → ℝ) :
    slash γ a * slash γ b * slash γ c * ((slashUnit h a ha * slashUnit h b hb)⁻¹ : Aˣ)
      = slash γ (reflect g a (reflect g b c)) := by
  rw [← neg_slash_conj_eq_slash_reflect h a ha, ← neg_slash_conj_eq_slash_reflect h b hb,
    mul_inv_rev, Units.val_mul]
  -- the two minus signs cancel
  simp only [mul_neg, neg_mul, neg_neg, mul_assoc]

/-- The metric of Minkowski space in 1+1 dimensions. -/
def minkowski2 : Matrix (Fin 2) (Fin 2) ℝ := !![1, 0; 0, -1]

/-- Real two-by-two gamma matrices in 1+1 dimensions. -/
def gamma2 : Fin 2 → Matrix (Fin 2) (Fin 2) ℝ :=
  ![!![0, 1; 1, 0], !![0, 1; -1, 0]]

/-- The 1+1 Minkowski metric is symmetric, the matrices `gamma2` satisfy its Clifford
relation, and the unit vector along time has nonzero scalar square. -/
theorem clifford_witness :
    minkowski2.IsSymm ∧ IsClifford minkowski2 gamma2 ∧
      dot minkowski2 ![1, 0] ![1, 0] ≠ 0 := by
  refine ⟨?_, ?_, ?_⟩
  · apply Matrix.IsSymm.ext
    intro i j
    fin_cases i <;> fin_cases j <;> simp [minkowski2]
  · intro i j
    ext k l
    fin_cases i <;> fin_cases j <;> fin_cases k <;> fin_cases l <;>
      simp [gamma2, minkowski2] <;> norm_num
  · simp [dot, minkowski2, Fin.sum_univ_two]

end

end SlashReflection
```

```lean
#print axioms SlashReflection.isUnit_slash_iff
#print axioms SlashReflection.neg_slash_conj_eq_slash_reflect
#print axioms SlashReflection.reflect_isometry
#print axioms SlashReflection.slash_mul_conj
```

```
'SlashReflection.isUnit_slash_iff' depends on axioms: [propext, Classical.choice, Quot.sound]
'SlashReflection.neg_slash_conj_eq_slash_reflect' depends on axioms: [propext, Classical.choice, Quot.sound]
'SlashReflection.reflect_isometry' depends on axioms: [propext, Classical.choice, Quot.sound]
'SlashReflection.slash_mul_conj' depends on axioms: [propext, Classical.choice, Quot.sound]
```

## How the proof follows the algebra

`slash_anticomm` expands both products as double sums, exchanges the summation order in one of them, and applies the Clifford relation term by term. `slash_sq` is half of its case $b=a$, and `slash_sandwich` substitutes for $\not a\not b$ as above.

The fields `val_inv` and `inv_val` of `slashUnit` check the inverse on both sides. In the main theorem, `hlin` is the linearity of the slash, `change` exposes the explicit inverse, and the sandwich identity finishes the calculation. `isUnit_slash_iff` adds the converse for nontrivial algebras.

In `reflect_isometry`, `hexp` is the expansion with $k$ and $l$, and `linear_combination` performs the cancellation. `slash_mul_conj` applies the main theorem twice and cancels the signs. Finally, `clifford_witness` checks real $2\times2$ gamma matrices for signature $(+,-)$, with a unit vector along time, so the hypotheses are met by a physical example.

## A basis-free alternative

The statement could also be modelled in Mathlib's `CliffordAlgebra` of a quadratic form. Vectors would then be elements of a module, and the slash would be the canonical map into the algebra. This removes the choice of basis and the restriction to finitely many generators, but concrete gamma matrices would enter only through a homomorphism out of that algebra. Here they can be inserted directly.
